# The amplitudes of a ring cut in two factor through its pair of severed bonds

A ring is cut into two arcs, whose configurations `s` and `t` are assigned complex `D × D` matrices `X s` and `Y t`, and the amplitude of the pair is the trace of `X s * Y t`. The theorem `cut_eq_mul` says that the matrix of these amplitudes is a product of two matrices, with the `D * D` joint states of the two severed bonds as the inner index. The first factor has the flattened `X s` as its rows, and the second has the flattened transposes of the `Y t` as its columns. The arc matrices are arbitrary, the amplitudes are not normalised, and the sets of configurations need not be finite. The attempt compares the two sides entry by entry and asks `simp` to expand both into the same double sum.

An attempt in Lean 4 with a fault in it:

```lean
import Mathlib

open Matrix

namespace CutEqMul

noncomputable section

variable {S T σ : Type*} {D : ℕ}

/-- The amplitudes `ψ(s,t) = tr(X_s Y_t)` of a ring cut into two arcs, arranged as a matrix. -/
def cut (X : S → Matrix (Fin D) (Fin D) ℂ) (Y : T → Matrix (Fin D) (Fin D) ℂ) :
    Matrix S T ℂ :=
  Matrix.of fun s t => (X s * Y t).trace

/-- A `D × D` matrix read as a vector indexed by the pair of bond indices at its ends. -/
def flatten : Matrix (Fin D) (Fin D) ℂ ≃ₗ[ℂ] (Fin D × Fin D → ℂ) where
  toFun M p := M p.1 p.2
  invFun v := Matrix.of fun i j => v (i, j)
  map_add' _ _ := rfl
  map_smul' _ _ := rfl
  left_inv _ := rfl
  right_inv _ := rfl

/-- The matrix whose rows are the flattened arc matrices `X_s`. -/
def arcRows (X : S → Matrix (Fin D) (Fin D) ℂ) : Matrix S (Fin D × Fin D) ℂ :=
  Matrix.of fun s => flatten (X s)

/-- The ring amplitudes factor through the pair of severed bonds, which has `D * D` states. -/
theorem cut_eq_mul (X : S → Matrix (Fin D) (Fin D) ℂ) (Y : T → Matrix (Fin D) (Fin D) ℂ) :
    cut X Y = arcRows X * (arcRows fun t => (Y t)ᵀ)ᵀ := by
  ext s t
  simp [cut, arcRows, flatten, Matrix.trace, Matrix.mul_apply, Fintype.sum_prod_type]

end

end CutEqMul
```

Lean reports:

```
Main.lean:31:56: error: unsolved goals
S : Type u_1
T : Type u_2
D : ℕ
X : S → Matrix (Fin D) (Fin D) ℂ
Y : T → Matrix (Fin D) (Fin D) ℂ
s : S
t : T
⊢ ∑ i, ∑ j, X s i j * Y t j i =
    ∑ x,
      ∑ y,
        { toFun := fun M p => M p.1 p.2, map_add' := ⋯, map_smul' := ⋯, invFun := fun v => of fun i j => v (i, j),
              left_inv := ⋯, right_inv := ⋯ }
            (X s) (x, y) *
          { toFun := fun M p => M p.1 p.2, map_add' := ⋯, map_smul' := ⋯, invFun := fun v => of fun i j => v (i, j),
              left_inv := ⋯, right_inv := ⋯ }
            (Y t)ᵀ (x, y)
```

Fix (accepted with no message):

```diff
@@ -31,5 +31,7 @@
     cut X Y = arcRows X * (arcRows fun t => (Y t)ᵀ)ᵀ := by
   ext s t
-  simp [cut, arcRows, flatten, Matrix.trace, Matrix.mul_apply, Fintype.sum_prod_type]
+  simp only [cut, arcRows, Matrix.of_apply, Matrix.trace, Matrix.diag_apply, Matrix.mul_apply,
+    Matrix.transpose_apply, Fintype.sum_prod_type]
+  rfl
 
 end
```

The one error is an unsolved goal. `simp` has brought both sides to double sums, but on the right the entries are still hidden behind `flatten`. Because `flatten` was in the list, `simp` unfolded it into the bare structure that defines the linear equivalence, with all its fields, and then did not reduce the application of that structure to `X s` and `(Y t)ᵀ`. It therefore never saw that the terms are `X s x y` and `Y t y x`, as on the left.

The two sides are equal by definition, and the added `rfl` closes the goal by computing the application of `flatten` and the remaining transpose. The repair also takes `flatten` out of the list, so that it stays folded until `rfl` unfolds it, which keeps the intermediate goal readable. The change from `simp` to `simp only` with named lemmas is tidying that fixes the form of the goal `rfl` receives.
